# Below the remote spectrum, at most one energy is the lowest eigenvalue of its own Löwdin Hamiltonian

I have a k·p model with a few bands that I want to keep and many remote bands that I fold in by Löwdin partitioning. The folded Hamiltonian depends on the energy E that I am trying to find, so I guess E, diagonalise, put the lowest eigenvalue back in, and repeat until nothing changes. All my remote levels lie above the energies I am looking at. Could a different starting guess settle on a different self-consistent lowest energy, also below the remote levels? The equation is nonlinear in E, and I see nothing that rules out two solutions.

## Two self-consistent energies below all remote levels coincide

No. For finite matrices, at most one energy below all remote levels is the lowest eigenvalue of its own effective Hamiltonian. The reason is that, as long as E stays below the remote levels, raising E can only lower the effective Hamiltonian or leave it unchanged. If two of your runs settle on self-consistent lowest energies below the remote levels, they have found the same number.

Write the Hamiltonian at a fixed wave vector k in blocks: A acts on the retained bands, D acts on the remote bands, and B couples remote to retained. B† is the conjugate transpose of B. For an eigenvector with retained part u and remote part w,

A u + B w = E u

B† u + D w = E w.

If D − E is invertible, the second line gives w = −(D − E)⁻¹ B† u. Inserted into the first, this gives F(E) u = E u with

F(E) = A − B (D − E)⁻¹ B†.

This is the operator you diagonalise, often written H_eff(E). "E lies below the remote levels" means that D − E is positive definite: every remote level is higher than E. In a k·p model with remote bands on both sides of the retained ones, this condition fails for the energies of interest.

### Why a higher energy lowers the effective Hamiltonian

Take E ≤ E′ with E′ below the remote levels, and set δ = E′ − E ≥ 0. Then

D − E = (D − E′) + δ.

A positive definite matrix plus a non-negative multiple of the identity is positive definite, so E is below the remote levels too. Both inverses exist; call them R = (D − E)⁻¹ and R′ = (D − E′)⁻¹.

Since (D − E) − (D − E′) = δ, multiplying by R on the left and R′ on the right gives

R′ − R = δ R R′.

With the two factors exchanged, the same step gives

R′ − R = δ R′ R.

The second form says R′ = R + δ R′ R. Put this into the right-hand side of the first:

R′ − R = δ R² + δ² R R′ R.

In the difference of the effective Hamiltonians, A cancels. With C = R B†, and so C† = B R because R is Hermitian,

F(E) − F(E′) = B (R′ − R) B† = δ C†C + δ² C†R′C.

For any retained vector x, the expectation value of the right-hand side is

δ (Cx)†(Cx) + δ² (Cx)†R′(Cx) ≥ 0,

because R′ is positive definite. Thus F(E) − F(E′) is positive semidefinite, which is what F(E) ≥ F(E′) means in the Loewner order.

Next, compare lowest eigenvalues. Let M − N be positive semidefinite, let e be the lowest eigenvalue of M with unit eigenvector v, and let f be the lowest eigenvalue of N. Then

M − f = (M − N) + (N − f)

is a sum of two positive semidefinite matrices, and its expectation value in v is e − f. Hence f ≤ e.

Now suppose that E and E′ are both self-consistent, with E ≤ E′. Take M = F(E), whose lowest eigenvalue is E, and N = F(E′), whose lowest eigenvalue is E′. The comparison gives E′ ≤ E, so E = E′.

The position of the remote levels matters. Take one retained and one remote level, A = D = 0 and B = 1. Then F(E) = 1/E, and E = F(E) has the two solutions −1 and 1, one on each side of the pole at the remote level. So uniqueness fails if one energy is below the remote level and the other is only required to make D − E invertible.

Here is the argument in Lean 4 with Mathlib.

```lean
import Mathlib

open Matrix
open scoped ComplexOrder

namespace LoewdinMonotonicity

noncomputable section

variable {m n : Type*} [Fintype m] [DecidableEq m] [Fintype n] [DecidableEq n]

/-- The matrix `M - E`, with energies measured from the real reference energy `E`. -/
def shifted (M : Matrix n n ℂ) (E : ℝ) : Matrix n n ℂ := M - (E : ℂ) • (1 : Matrix n n ℂ)

/-- The Löwdin effective Hamiltonian `F(E) = A - B (D - E)⁻¹ B*` of the retained space,
for energies `E` at which `D - E` is invertible. -/
def effective (A : Matrix m m ℂ) (B : Matrix m n ℂ) (D : Matrix n n ℂ) (E : ℝ) :
    Matrix m m ℂ := A - B * (shifted D E)⁻¹ * Bᴴ

/-- The real number `e` is the lowest eigenvalue of `M`: it has an eigenvector, and `M - e` is
positive semidefinite. -/
def IsLowestEigenvalue (M : Matrix n n ℂ) (e : ℝ) : Prop :=
  (∃ v : n → ℂ, v ≠ 0 ∧ M *ᵥ v = (e : ℂ) • v) ∧ (shifted M e).PosSemidef

omit [Fintype n] in
/-- If `E'` lies below the spectrum of `D`, in the sense that `D - E'` is positive definite,
then so does every `E ≤ E'`. -/
theorem below_spectrum_of_le {D : Matrix n n ℂ} {E E' : ℝ} (h : E ≤ E')
    (hE' : (shifted D E').PosDef) : (shifted D E).PosDef := by
  have hs : shifted D E = shifted D E' + ((E' - E : ℝ) : ℂ) • (1 : Matrix n n ℂ) := by
    simp only [shifted, Complex.ofReal_sub]
    module
  rw [hs]
  exact hE'.add_posSemidef
    (Matrix.PosSemidef.one.smul (Complex.zero_le_real.2 (sub_nonneg.2 h)))

/-- The difference of the resolvents `R = (D - E)⁻¹` and `R' = (D - E')⁻¹`, both assumed to
exist, is `R' - R = (E' - E) R² + (E' - E)² R R' R`. -/
theorem resolvent_sub {D : Matrix n n ℂ} {E E' : ℝ}
    (h : IsUnit (shifted D E).det) (h' : IsUnit (shifted D E').det) :
    (shifted D E')⁻¹ - (shifted D E)⁻¹ =
      ((E' - E : ℝ) : ℂ) • ((shifted D E)⁻¹ * (shifted D E)⁻¹) +
      (((E' - E) ^ 2 : ℝ) : ℂ) •
        ((shifted D E)⁻¹ * (shifted D E')⁻¹ * (shifted D E)⁻¹) := by
  have hd : shifted D E - shifted D E' = ((E' - E : ℝ) : ℂ) • (1 : Matrix n n ℂ) := by
    simp only [shifted, Complex.ofReal_sub]
    module
  have a1 := Matrix.nonsing_inv_mul _ h
  have a2 := Matrix.mul_nonsing_inv _ h
  have b1 := Matrix.nonsing_inv_mul _ h'
  have b2 := Matrix.mul_nonsing_inv _ h'
  generalize shifted D E = X at *
  generalize shifted D E' = Y at *
  -- the first resolvent identity, in both operator orders
  have h1 : Y⁻¹ - X⁻¹ = ((E' - E : ℝ) : ℂ) • (X⁻¹ * Y⁻¹) := by
    calc Y⁻¹ - X⁻¹ = X⁻¹ * (X - Y) * Y⁻¹ := by
          rw [mul_sub, sub_mul, a1, one_mul, mul_assoc, b2, mul_one]
      _ = _ := by rw [hd]; simp only [mul_smul_comm, smul_mul_assoc, mul_one]
  have h2 : Y⁻¹ - X⁻¹ = ((E' - E : ℝ) : ℂ) • (Y⁻¹ * X⁻¹) := by
    calc Y⁻¹ - X⁻¹ = Y⁻¹ * (X - Y) * X⁻¹ := by
          rw [mul_sub, sub_mul, b1, one_mul, mul_assoc, a2, mul_one]
      _ = _ := by rw [hd]; simp only [mul_smul_comm, smul_mul_assoc, mul_one]
  -- insert the second form into the first
  calc Y⁻¹ - X⁻¹ = ((E' - E : ℝ) : ℂ) • (X⁻¹ * Y⁻¹) := h1
    _ = ((E' - E : ℝ) : ℂ) • (X⁻¹ * (X⁻¹ + ((E' - E : ℝ) : ℂ) • (Y⁻¹ * X⁻¹))) := by
        rw [← h2, add_sub_cancel]
    _ = _ := by
        rw [Complex.ofReal_pow, pow_two]
        simp only [mul_add, mul_smul_comm, smul_add, smul_smul, mul_assoc]

omit [DecidableEq m] in
/-- Below the spectrum of `D` the Löwdin effective Hamiltonian decreases with energy in the
Loewner order: `F(E) - F(E')` is positive semidefinite for `E ≤ E'`. -/
theorem effective_antitone (A : Matrix m m ℂ) (B : Matrix m n ℂ) {D : Matrix n n ℂ}
    {E E' : ℝ} (h : E ≤ E') (hE' : (shifted D E').PosDef) :
    (effective A B D E - effective A B D E').PosSemidef := by
  have hE := below_spectrum_of_le h hE'
  have hR : ((shifted D E)⁻¹)ᴴ = (shifted D E)⁻¹ := hE.inv.isHermitian
  have key : effective A B D E - effective A B D E' =
      B * ((shifted D E')⁻¹ - (shifted D E)⁻¹) * Bᴴ := by
    simp only [effective, Matrix.mul_sub, Matrix.sub_mul]
    abel
  -- both terms of the resolvent difference become manifestly positive
  have hsum : effective A B D E - effective A B D E' =
      ((E' - E : ℝ) : ℂ) • (((shifted D E)⁻¹ * Bᴴ)ᴴ * ((shifted D E)⁻¹ * Bᴴ)) +
      (((E' - E) ^ 2 : ℝ) : ℂ) •
        (((shifted D E)⁻¹ * Bᴴ)ᴴ * (shifted D E')⁻¹ * ((shifted D E)⁻¹ * Bᴴ)) := by
    rw [key, resolvent_sub ((Matrix.isUnit_iff_isUnit_det _).1 hE.isUnit)
      ((Matrix.isUnit_iff_isUnit_det _).1 hE'.isUnit)]
    simp only [Matrix.conjTranspose_mul, Matrix.conjTranspose_conjTranspose, hR,
      Matrix.mul_add, Matrix.add_mul, Matrix.mul_smul, Matrix.smul_mul, Matrix.mul_assoc]
  rw [hsum]
  exact ((Matrix.posSemidef_conjTranspose_mul_self _).smul
    (Complex.zero_le_real.2 (sub_nonneg.2 h))).add
    ((hE'.inv.posSemidef.conjTranspose_mul_mul_same _).smul
      (Complex.zero_le_real.2 (sq_nonneg _)))

/-- Lowest eigenvalues respect the Loewner order: if `M - N` is positive semidefinite, the
lowest eigenvalue of `N` does not exceed that of `M`. -/
theorem lowestEigenvalue_mono {M N : Matrix n n ℂ} {e f : ℝ} (hMN : (M - N).PosSemidef)
    (hM : IsLowestEigenvalue M e) (hN : IsLowestEigenvalue N f) : f ≤ e := by
  obtain ⟨⟨v, hv, hMv⟩, -⟩ := hM
  have hs : M - N + shifted N f = shifted M f := by
    simp only [shifted]
    abel
  -- test `M - f` on the eigenvector of `M`
  have h := (hMN.add hN.2).dotProduct_mulVec_nonneg v
  have hev : shifted M f *ᵥ v = ((e - f : ℝ) : ℂ) • v := by
    simp only [shifted, Matrix.sub_mulVec, Matrix.smul_mulVec, Matrix.one_mulVec, hMv,
      Complex.ofReal_sub]
    module
  rw [hs, hev, dotProduct_smul, smul_eq_mul] at h
  have hp := (Matrix.PosDef.one (n := n) (R := ℂ)).dotProduct_mulVec_pos hv
  rw [Matrix.one_mulVec] at hp
  have h1 := (Complex.le_def.1 h).1
  have h2 := (Complex.lt_def.1 hp).1
  rw [Complex.re_ofReal_mul, Complex.zero_re] at h1
  rw [Complex.zero_re] at h2
  by_contra hlt
  nlinarith [not_le.1 hlt]

/-- At most one energy `E` below the spectrum of `D` is the lowest eigenvalue of its own
Löwdin effective Hamiltonian `F(E)`. -/
theorem selfConsistent_unique {A : Matrix m m ℂ} {B : Matrix m n ℂ} {D : Matrix n n ℂ}
    {E E' : ℝ} (hE : (shifted D E).PosDef) (hE' : (shifted D E').PosDef)
    (h : IsLowestEigenvalue (effective A B D E) E)
    (h' : IsLowestEigenvalue (effective A B D E') E') : E = E' := by
  rcases le_total E E' with hle | hle
  · exact le_antisymm hle (lowestEigenvalue_mono (effective_antitone A B hle hE') h h')
  · exact le_antisymm (lowestEigenvalue_mono (effective_antitone A B hle hE) h' h) hle

/-- For the one-by-one blocks `A = D = 0`, `B = 1`, both `E = -1`, which lies below the spectrum
of `D`, and `E = 1` are the lowest eigenvalue of their own `F(E)`. -/
theorem two_solutions_across_pole :
    (shifted (0 : Matrix (Fin 1) (Fin 1) ℂ) (-1)).PosDef ∧
    IsLowestEigenvalue (effective (m := Fin 1) (n := Fin 1) 0 1 0 (-1)) (-1) ∧
    IsLowestEigenvalue (effective (m := Fin 1) (n := Fin 1) 0 1 0 1) 1 := by
  have s1 : shifted (0 : Matrix (Fin 1) (Fin 1) ℂ) (-1) = 1 := by simp [shifted]
  have s2 : shifted (0 : Matrix (Fin 1) (Fin 1) ℂ) 1 = -1 := by simp [shifted]
  have i2 : (-1 : Matrix (Fin 1) (Fin 1) ℂ)⁻¹ = -1 := Matrix.inv_eq_right_inv (by simp)
  have f1 : effective (m := Fin 1) (n := Fin 1) 0 1 0 (-1) = -1 := by
    simp [effective, s1]
  have f2 : effective (m := Fin 1) (n := Fin 1) 0 1 0 1 = 1 := by
    simp [effective, s2, i2]
  have z1 : shifted (-1 : Matrix (Fin 1) (Fin 1) ℂ) (-1) = 0 := by simp [shifted]
  have z2 : shifted (1 : Matrix (Fin 1) (Fin 1) ℂ) 1 = 0 := by simp [shifted]
  rw [s1, f1, f2]
  refine ⟨Matrix.PosDef.one, ⟨⟨1, one_ne_zero, ?_⟩, ?_⟩, ⟨⟨1, one_ne_zero, ?_⟩, ?_⟩⟩
  · simp [Matrix.neg_mulVec]
  · rw [z1]
    exact Matrix.PosSemidef.zero
  · simp
  · rw [z2]
    exact Matrix.PosSemidef.zero

end

end LoewdinMonotonicity
```

```lean
#print axioms LoewdinMonotonicity.selfConsistent_unique
-- 'LoewdinMonotonicity.selfConsistent_unique' depends on axioms: [propext, Classical.choice, Quot.sound]
#print axioms LoewdinMonotonicity.two_solutions_across_pole
-- 'LoewdinMonotonicity.two_solutions_across_pole' depends on axioms: [propext, Classical.choice, Quot.sound]
```

### What the Lean statements say about the bands

The letters `m` and `n` are finite index types, neither masses nor band numbers. Where both occur, `m` labels the retained and `n` the remote basis states; in `shifted`, `IsLowestEigenvalue` and `lowestEigenvalue_mono`, `n` labels the basis of whatever matrix is given. `A`, `B` and `D` are complex matrices over these labels, and `Bᴴ` is B†. Energies are real numbers, converted to complex ones where they multiply the identity.

- `shifted M E` is M − E.
- `effective A B D E` is F(E), with the sign convention used above.
- `(shifted D E).PosDef` says that E lies below all remote levels.
- `IsLowestEigenvalue M e` says that M has a nonzero eigenvector with eigenvalue e, and that M − e is positive semidefinite. The first half makes e a level; the second says that no level is lower.

In Mathlib, positive definite and positive semidefinite matrices are Hermitian by definition. The condition on D − E therefore makes D Hermitian without a separate hypothesis. In the uniqueness theorem A is Hermitian as well, since F(E) − E is positive semidefinite. The ordering theorem holds for any A, because A drops out of the difference.

`effective_antitone` reads: if E ≤ E′ and E′ lies below the remote levels, then F(E) − F(E′) is positive semidefinite. The decrease need not be strict; for B = 0 the operator F(E) is constant. `selfConsistent_unique` reads: if E and E′ both lie below the remote levels, and each is the lowest eigenvalue of the effective Hamiltonian taken at that same energy, then E = E′.

This is a statement about "at most one". With B = 0, D = 0 and A = 5 in the one-by-one case, F(E) is always 5, and no energy below the remote level is self-consistent. The theorem also leaves open whether your iteration converges. It concerns F(E) with its full energy dependence, not the common k·p approximation in which E in the denominator is replaced by a fixed band-edge energy.

The elimination of w at the start is not part of the Lean proof: the code begins with F(E) and has no full block Hamiltonian in it.

### From the shifted remote block to uniqueness

`below_spectrum_of_le` is the remark that lowering E keeps it below the remote levels. Its equation `hs` writes D − E as D − E′ plus δ times the identity, and the last line adds a positive definite and a positive semidefinite matrix.

`resolvent_sub` is the formula for R′ − R. It needs only that the two determinants are invertible, not that anything is positive. The proof renames D − E to `X` and D − E′ to `Y`. The intermediate results `h1` and `h2` are the two forms δRR′ and δR′R, each obtained by placing X − Y between the inverses. The final `calc` block inserts the second form into the first and expands.

`effective_antitone` carries out the sandwich between B and B†. The equation `key` cancels A, and `hR` records that R is Hermitian. With these, `hsum` brings the difference into the form δC†C + δ²C†R′C, where C appears as `(shifted D E)⁻¹ * Bᴴ`. The closing term follows the two summands: C†C is positive semidefinite for every C, C†R′C inherits this from R′, and the factors δ and δ² are non-negative.

`lowestEigenvalue_mono` compares the lowest eigenvalues. The equation `hs` is the splitting of M − f, and `hev` says that M − f acts on v as multiplication by e − f. Lean keeps v unnormalised, so it obtains (e − f) v†v ≥ 0 together with v†v > 0; dividing by v†v gives the expectation value e − f used above. Both inequalities are first stated for complex numbers, so the proof takes real parts. It then assumes e < f, and `nlinarith` finds the contradiction.

`selfConsistent_unique` uses `le_total` to split into the cases E ≤ E′ and E′ ≤ E. In each case one inequality is given, the two preceding theorems supply the opposite one, and `le_antisymm` turns the pair into an equality.

`two_solutions_across_pole` evaluates the one-by-one example. The auxiliary equations give D − E = 1 and F(E) = −1 at E = −1, and D − E = −1 and F(E) = 1 at E = 1. In both cases the vector with the single entry 1 is the eigenvector, and F(E) − E is the zero matrix, which is positive semidefinite. The theorem also records that E = −1 lies below the remote level.
